# In Nosé–Hoover dynamics with zero net force, a nonzero total momentum keeps its direction

Before a Nosé–Hoover run of a system without external forces, the centre-of-mass velocity is usually subtracted from the initial velocities. When the forces sum to zero, the exact dynamics then keeps the total momentum at zero. If the subtraction is left out, the thermostat does not remove the drift: it only multiplies the total momentum by a positive factor. For positive masses and thermostat parameters and a potential bounded below, the magnitude of a nonzero drift also never falls below a positive bound that is the same for all times.

## The drift and its conserved quantity

Consider $N$ particles in $\mathbb R^d$ with masses $m_i$, positions $q_i$ and momenta $p_i$. The thermostat has a friction variable $\xi$, an accumulated friction $\eta$ and an inertia parameter $Q$. The target thermal energy is $kT$, and $g$ is the number of degrees of freedom assigned to the thermostat. The equations of motion are

$$
m_i q_i' = p_i,\qquad p_i' = F_i-\xi p_i,\qquad
Q\xi'=\sum_i\frac{|p_i|^2}{m_i}-g\,kT,\qquad \eta'=\xi .
$$

The forces $F_i$ depend on the positions and derive from a differentiable potential $V$: a displacement $u$ of the particles changes $V$ to first order by $dV(u)=-\sum_i F_i\cdot u_i$. They are also assumed to sum to zero. This holds when $V$ is unchanged by a common shift of all particles. To see it, let $S=\sum_i F_i$ and shift every particle by $sS$. The potential stays constant, so its derivative at $s=0$ vanishes:

$$
0=-\sum_i F_i\cdot S=-|S|^2,
$$

and hence $S=0$.

Let $P=\sum_i p_i$ be the total momentum. Summing the momentum equations gives

$$
P'=\sum_i F_i-\xi\sum_i p_i=-\xi P .
$$

By the product rule,

$$
\frac{d}{dt}\left(e^{\eta}P\right)=\xi e^{\eta}P-e^{\eta}\xi P=0,
\qquad\text{so}\qquad
P(t)=e^{\eta(0)-\eta(t)}P(0).
$$

The factor is positive, so a nonzero $P$ keeps its direction and a zero $P$ stays zero.

Now take nonzero masses and let $H=\sum_i |p_i|^2/(2m_i)+V(q)$ be the physical energy. Since $q_i'=p_i/m_i$,

$$
H'=\sum_i\frac{p_i\cdot(F_i-\xi p_i)}{m_i}-\sum_i\frac{F_i\cdot p_i}{m_i}
=-\xi\sum_i\frac{|p_i|^2}{m_i}.
$$

The thermostat energy changes at the rate

$$
\frac{d}{dt}\frac{Q\xi^2}{2}=\xi\,(Q\xi')=\xi\sum_i\frac{|p_i|^2}{m_i}-g\,kT\,\xi .
$$

If $P(0)\neq0$, taking the logarithm of the norm of the solution for $P$ gives

$$
\ln\|P(t)\|=\eta(0)-\eta(t)+\ln\|P(0)\|,
\qquad \frac{d}{dt}\ln\|P\|=-\xi .
$$

Adding the three contributions,

$$
\frac{d}{dt}\left(H+\frac{Q\xi^2}{2}-g\,kT\ln\|P\|\right)
=-\xi\sum_i\frac{|p_i|^2}{m_i}+\xi\sum_i\frac{|p_i|^2}{m_i}-g\,kT\,\xi+g\,kT\,\xi=0 .
$$

The conserved value will be called $C$. The logarithm requires a choice of momentum unit, and another choice shifts $C$ by a constant.

Suppose finally that the masses, $Q$ and $g\,kT$ are positive and that $V\ge V_0$ everywhere. The kinetic and thermostat energies are nonnegative, so $C\ge V_0-g\,kT\ln\|P(t)\|$. Solving for the norm,

$$
\|P(t)\|\ge \exp\left(\frac{V_0-C}{g\,kT}\right).
$$

Under these assumptions, waiting for the exact dynamics of a single Nosé–Hoover thermostat to damp an initial drift to zero will not work. Subtracting the centre-of-mass velocity from the velocity of every particle removes it.

## Particles, forces and equations of motion in Lean

```lean
import Mathlib

open scoped InnerProductSpace

namespace NoseHooverMomentum

noncomputable section
```

Positions and momenta of single particles are vectors in Euclidean space, whose norm and inner product are the usual ones.

```lean
/-- Vectors of `d`-dimensional Euclidean space. -/
abbrev Vec (d : ℕ) := EuclideanSpace ℝ (Fin d)
```

A configuration is a function of type `Fin N → Vec d`, which assigns a vector to each particle. The predicate `IsForceOf V F` ties the forces to the potential. Its field `work` is the relation $dV(u)=-\sum_iF_i\cdot u_i$, with `fderiv ℝ V x u` for the first-order change of $V$ at $x$ along $u$.

```lean
variable {N d : ℕ}

/-- The forces `F` derive from the differentiable potential `V`: a displacement `u` of the
particles changes `V`, to first order, by minus the work of the forces. -/
structure IsForceOf (V : (Fin N → Vec d) → ℝ) (F : (Fin N → Vec d) → Fin N → Vec d) :
    Prop where
  differentiable : Differentiable ℝ V
  work : ∀ x u, fderiv ℝ V x u = -∑ i, ⟪F x i, u i⟫_ℝ
```

The potential must be differentiable on the whole configuration space. This excludes potentials that diverge when two particles meet, such as the bare Coulomb or Lennard-Jones form, unless they are smoothed at short distance.

The next structure says that given functions of time solve the Nosé–Hoover equations. `HasDerivAt f v t` means that `f` has derivative `v` at time `t`.

```lean
/-- The Nose-Hoover equations `m q' = p`, `p' = F - ξ p`, `Q ξ' = ∑ |p|²/m - g kT`, `η' = ξ`, for
nonzero masses `m` and nonzero `Q`. -/
structure IsSolution (m : Fin N → ℝ) (Q g kT : ℝ) (F : (Fin N → Vec d) → Fin N → Vec d)
    (q p : ℝ → Fin N → Vec d) (ξ η : ℝ → ℝ) : Prop where
  position : ∀ t i, HasDerivAt (fun s => m i • q s i) (p t i) t
  momentum : ∀ t i, HasDerivAt (fun s => p s i) (F (q t) i - ξ t • p t i) t
  friction : ∀ t, HasDerivAt (fun s => Q * ξ s) (∑ i, ‖p t i‖ ^ 2 / m i - g * kT) t
  thermostat : ∀ t, HasDerivAt η (ξ t) t
```

The force term `F (q t) i` depends on the instantaneous positions only, with no explicit time dependence. The mass and $Q$ stand inside the differentiated functions, as in $m_iq_i'=p_i$; the theorem on the rate of change of $H$ adds the condition that the masses are nonzero, and the theorem on the conservation of $C$ also assumes $Q\neq0$. A solution is assumed to exist for every real time, and the structure describes continuous time, not the steps of a numerical integrator.

Three definitions name the total momentum $P$, the energy $H$ and the combination $C$.

```lean
/-- The total momentum of the particles. -/
def totalMomentum (p : Fin N → Vec d) : Vec d := ∑ i, p i

/-- The physical energy, kinetic plus potential, for nonzero masses. -/
def hamiltonian (m : Fin N → ℝ) (V : (Fin N → Vec d) → ℝ) (q p : Fin N → Vec d) : ℝ :=
  ∑ i, ‖p i‖ ^ 2 / (2 * m i) + V q

/-- The quantity `H + Q ξ²/2 - g kT ln ‖P‖`, for nonzero masses and nonzero total momentum. -/
def driftInvariant (m : Fin N → ℝ) (V : (Fin N → Vec d) → ℝ) (Q g kT : ℝ)
    (q p : Fin N → Vec d) (ξ : ℝ) : ℝ :=
  hamiltonian m V q p + Q * ξ ^ 2 / 2 - g * kT * Real.log ‖totalMomentum p‖
```

In `driftInvariant`, the parameters `g` and `kT` are real numbers that enter only through their product. No particular count of degrees of freedom is imposed.

## Translation invariance gives zero net force

The hypothesis `hV` says that adding the same vector `a` to every position leaves $V$ unchanged. The conclusion holds at every configuration `x`.

```lean
variable {m : Fin N → ℝ} {Q g kT : ℝ} {V : (Fin N → Vec d) → ℝ}
  {F : (Fin N → Vec d) → Fin N → Vec d} {q p : ℝ → Fin N → Vec d} {ξ η : ℝ → ℝ}

/-- If the potential is unchanged when all particles are shifted together, the forces
derived from it sum to zero. -/
theorem total_force_eq_zero (hF : IsForceOf V F)
    (hV : ∀ x a, V (fun i => x i + a) = V x) (x : Fin N → Vec d) : ∑ i, F x i = 0 := by
  obtain ⟨S, hS⟩ : ∃ S, S = ∑ i, F x i := ⟨_, rfl⟩
  -- shift all particles along the total force itself
  have h1 : HasDerivAt (fun s : ℝ => V (x + s • (fun _ : Fin N => S)))
      (fderiv ℝ V x (fun _ => S)) 0 :=
    (hF.differentiable x).hasFDerivAt.hasLineDerivAt _
  have h2 : (fun s : ℝ => V (x + s • (fun _ : Fin N => S))) = fun _ => V x :=
    funext fun s => hV x (s • S)
  rw [h2] at h1
  have h3 : -∑ i, ⟪F x i, S⟫_ℝ = 0 :=
    (hF.work x fun _ => S).symm.trans (h1.unique (hasDerivAt_const _ _))
  rw [neg_eq_zero, ← sum_inner, ← hS] at h3
  rw [← hS]
  exact inner_self_eq_zero.1 h3
```

The proof names the total force `S` and differentiates $V$ along the common shift $sS$. In `h1` this derivative is given by `fderiv`, while `h2` says that the shifted potential is a constant function of $s$. Uniqueness of the derivative equates the two results, and `sum_inner` collects the work into the inner product of `S` with itself, which vanishes only for `S = 0`.

The later theorems take the vanishing sum as their hypothesis `h0`, which this theorem supplies for translation-invariant potentials. An external field or a fixed wall generally violates it.

## Total momentum along a fixed ray

The equation $P'=-\xi P$ comes from differentiating the sum term by term with `HasDerivAt.fun_sum`. The rewriting that follows splits the sum, removes the total force and takes $\xi$ out as a common factor.

```lean
/-- Along a solution of the Nose-Hoover equations with forces summing to zero, the total momentum
obeys `P' = -ξ P`. -/
theorem totalMomentum_hasDerivAt (hS : IsSolution m Q g kT F q p ξ η)
    (h0 : ∀ x, ∑ i, F x i = 0) (t : ℝ) :
    HasDerivAt (fun s => totalMomentum (p s)) (-ξ t • totalMomentum (p t)) t := by
  have h : HasDerivAt (fun s => ∑ i, p s i) (∑ i, (F (q t) i - ξ t • p t i)) t :=
    HasDerivAt.fun_sum fun i _ => hS.momentum t i
  refine h.congr_deriv ?_
  rw [Finset.sum_sub_distrib, h0, ← Finset.smul_sum, zero_sub, neg_smul]
  rfl
```

Neither this theorem nor the two that follow require a potential or a condition on the masses. They use only the momentum equation, the equation for $\eta$ and the zero net force.

The next theorem compares $e^\eta P$ at an arbitrary time `t` with its value at time zero.

```lean
/-- Along a solution of the Nose-Hoover equations with forces summing to zero, the vector `exp(η) P`
is constant in time. -/
theorem exp_smul_totalMomentum_const (hS : IsSolution m Q g kT F q p ξ η)
    (h0 : ∀ x, ∑ i, F x i = 0) (t : ℝ) :
    Real.exp (η t) • totalMomentum (p t) = Real.exp (η 0) • totalMomentum (p 0) := by
  have hD : ∀ t, HasDerivAt (fun s => Real.exp (η s) • totalMomentum (p s)) 0 t := by
    intro t
    have h := (hS.thermostat t).exp.smul (totalMomentum_hasDerivAt hS h0 t)
    refine h.congr_deriv ?_
    module
  exact is_const_of_deriv_eq_zero (fun t => (hD t).differentiableAt)
    (fun t => (hD t).deriv) t 0
```

Inside the proof, `hD` is the product rule: `.exp` differentiates $e^{\eta}$, `.smul` differentiates its product with the vector $P$, and `module` cancels the two resulting terms. A function whose derivative vanishes everywhere is constant, which is the lemma `is_const_of_deriv_eq_zero`.

Multiplying both sides by $e^{-\eta(t)}$ then solves for the momentum.

```lean
/-- Along a solution of the Nose-Hoover equations with forces summing to zero, the total momentum at
any time is the initial one times the positive factor `exp(η(0) - η(t))`. -/
theorem totalMomentum_eq (hS : IsSolution m Q g kT F q p ξ η)
    (h0 : ∀ x, ∑ i, F x i = 0) (t : ℝ) :
    totalMomentum (p t) = Real.exp (η 0 - η t) • totalMomentum (p 0) := by
  have h := congrArg (fun v => Real.exp (-η t) • v) (exp_smul_totalMomentum_const hS h0 t)
  simp only [smul_smul, ← Real.exp_add] at h
  rw [neg_add_cancel, Real.exp_zero, one_smul] at h
  rw [h, sub_eq_add_neg, add_comm (η 0)]
```

The formula includes the case $P(0)=0$, where it says that the total momentum remains zero. In one dimension, keeping the direction means keeping the sign.

## Energy exchanged with the thermostat

The rate of change of $H$ does not depend on whether the forces sum to zero. It needs the forces to derive from $V$ and the masses to be nonzero.

```lean
/-- Along a solution of the Nose-Hoover equations with nonzero masses and conservative forces, the
physical energy changes at the rate `-ξ ∑ |p|²/m`. -/
theorem hamiltonian_hasDerivAt (hS : IsSolution m Q g kT F q p ξ η) (hF : IsForceOf V F)
    (hm : ∀ i, m i ≠ 0) (t : ℝ) :
    HasDerivAt (fun s => hamiltonian m V (q s) (p s)) (-ξ t * ∑ i, ‖p t i‖ ^ 2 / m i) t := by
  have hq : ∀ i, HasDerivAt (fun s => q s i) ((m i)⁻¹ • p t i) t := by
    intro i
    have e : (fun s => q s i) = fun s => (m i)⁻¹ • (m i • q s i) := by
      funext s
      rw [smul_smul, inv_mul_cancel₀ (hm i), one_smul]
    rw [e]
    exact (hS.position t i).const_smul (m i)⁻¹
  have hV : HasDerivAt (fun s => V (q s)) (fderiv ℝ V (q t) (fun i => (m i)⁻¹ • p t i)) t :=
    (hF.differentiable (q t)).hasFDerivAt.comp_hasDerivAt t (hasDerivAt_pi.2 hq)
  have hK : HasDerivAt (fun s => ∑ i, ‖p s i‖ ^ 2 / (2 * m i))
      (∑ i, 2 * ⟪p t i, F (q t) i - ξ t • p t i⟫_ℝ / (2 * m i)) t :=
    HasDerivAt.fun_sum fun i _ => (hS.momentum t i).norm_sq.div_const (2 * m i)
  refine (hK.add hV).congr_deriv ?_
  -- the work of the forces cancels particle by particle
  rw [hF.work, Finset.mul_sum, ← sub_eq_add_neg, ← Finset.sum_sub_distrib]
  refine Finset.sum_congr rfl fun i _ => ?_
  simp only [inner_sub_right, inner_smul_right, real_inner_self_eq_norm_sq,
    real_inner_comm (p t i) (F (q t) i)]
  ring
```

The auxiliary statement `hq` divides the position equation by the mass to obtain $q_i'=p_i/m_i$. With it, `hV` applies the chain rule to $V(q(t))$, and `hK` differentiates the kinetic energy. After `hF.work` replaces the derivative of $V$ by minus the power of the forces, the two sums are compared particle by particle. The force terms cancel by symmetry of the inner product, and `ring` finishes the algebra.

## Conservation with a logarithm of the drift

The main theorem combines all the assumptions: a solution, conservative forces with zero sum, nonzero masses and $Q$, and a nonzero initial total momentum. It states that $C$ has the same value at every time `t` as at time zero.

```lean
/-- For conservative forces summing to zero, nonzero masses and `Q`, and nonzero initial total
momentum, `H + Q ξ²/2 - g kT ln ‖P‖` is conserved along a solution of the Nose-Hoover equations. -/
theorem driftInvariant_conserved (hS : IsSolution m Q g kT F q p ξ η) (hF : IsForceOf V F)
    (h0 : ∀ x, ∑ i, F x i = 0) (hm : ∀ i, m i ≠ 0) (hQ : Q ≠ 0)
    (hP : totalMomentum (p 0) ≠ 0) (t : ℝ) :
    driftInvariant m V Q g kT (q t) (p t) (ξ t) =
      driftInvariant m V Q g kT (q 0) (p 0) (ξ 0) := by
  -- the logarithm of the momentum plays the part of `-η`
  have hlog : ∀ t, HasDerivAt (fun s => Real.log ‖totalMomentum (p s)‖) (-ξ t) t := by
    intro t
    have e : (fun s => Real.log ‖totalMomentum (p s)‖) =
        fun s => (η 0 - η s) + Real.log ‖totalMomentum (p 0)‖ := by
      funext s
      rw [totalMomentum_eq hS h0 s, norm_smul, Real.norm_eq_abs, Real.abs_exp,
        Real.log_mul (Real.exp_pos _).ne' (norm_ne_zero_iff.2 hP), Real.log_exp]
    rw [e]
    exact ((hS.thermostat t).const_sub (η 0)).add_const _
  have hx : ∀ t, HasDerivAt (fun s => Q * ξ s ^ 2 / 2)
      (ξ t * (∑ i, ‖p t i‖ ^ 2 / m i - g * kT)) t := by
    intro t
    have e : (fun s => Q * ξ s ^ 2 / 2) = fun s => (Q * ξ s) * (Q * ξ s) / (2 * Q) := by
      funext s
      field_simp
    rw [e]
    refine (((hS.friction t).mul (hS.friction t)).div_const (2 * Q)).congr_deriv ?_
    generalize ∑ i, ‖p t i‖ ^ 2 / m i - g * kT = G
    field_simp
    ring
  have hD : ∀ t, HasDerivAt (fun s => driftInvariant m V Q g kT (q s) (p s) (ξ s)) 0 t := by
    intro t
    refine (((hamiltonian_hasDerivAt hS hF hm t).add (hx t)).sub
      ((hlog t).const_mul (g * kT))).congr_deriv ?_
    ring
  exact is_const_of_deriv_eq_zero (fun t => (hD t).differentiableAt)
    (fun t => (hD t).deriv) t 0
```

The statement `hlog` is $d\ln\|P\|/dt=-\xi$. It is obtained by inserting the explicit solution for $P$, so that the logarithm becomes $\eta(0)-\eta(t)$ plus a constant. The condition `hP` permits the logarithm of the product to be split.

The statement `hx` gives the rate of the thermostat energy. Because the equations supply the derivative of $Q\xi$, the proof writes $Q\xi^2/2$ as $(Q\xi)^2/(2Q)$ before differentiating, which is where $Q\ne0$ enters. In `hD` the three rates are added with the factor $-g\,kT$ on the logarithm, and `ring` confirms that the sum is zero.

The same rates, added by hand with $g\,kT\,\eta$ replacing the logarithmic term, give the usual conserved quantity $H+Q\xi^2/2+g\,kT\,\eta$. It is conserved for every initial total momentum, including $P(0)=0$, where the logarithm cannot be used.

## A floor under the drift

The last theorem strengthens the assumptions on the masses, $Q$ and $g\,kT$ from nonzero or unrestricted to positive, and adds a lower bound `V₀` for the potential. Its left-hand side is $\exp((V_0-C)/(g\,kT))$, with $C$ evaluated on the initial state, so the bound is the same for all times.

```lean
/-- For conservative forces summing to zero, positive masses, `Q` and `g kT`, a potential bounded
below by `V₀` and nonzero initial total momentum, `‖P‖` never falls, along a solution of the
Nose-Hoover equations, below a fixed positive bound set by the initial state, `V₀` and the
parameters. -/
theorem totalMomentum_lower_bound (hS : IsSolution m Q g kT F q p ξ η) (hF : IsForceOf V F)
    (h0 : ∀ x, ∑ i, F x i = 0) (hm : ∀ i, 0 < m i) (hQ : 0 < Q) (hT : 0 < g * kT)
    (hP : totalMomentum (p 0) ≠ 0) {V₀ : ℝ} (hV : ∀ x, V₀ ≤ V x) (t : ℝ) :
    Real.exp ((V₀ - driftInvariant m V Q g kT (q 0) (p 0) (ξ 0)) / (g * kT)) ≤
      ‖totalMomentum (p t)‖ := by
  have hpos : 0 < ‖totalMomentum (p t)‖ := by
    rw [totalMomentum_eq hS h0 t]
    exact norm_pos_iff.2 (smul_ne_zero (Real.exp_pos _).ne' hP)
  rw [← driftInvariant_conserved hS hF h0 (fun i => (hm i).ne') hQ.ne' hP t,
    ← Real.le_log_iff_exp_le hpos, div_le_iff₀ hT]
  -- kinetic and thermostat energies are nonnegative
  have hK : 0 ≤ ∑ i, ‖p t i‖ ^ 2 / (2 * m i) :=
    Finset.sum_nonneg fun i _ => div_nonneg (sq_nonneg _) (by linarith [hm i])
  have hX : 0 ≤ Q * ξ t ^ 2 / 2 := by positivity
  unfold driftInvariant hamiltonian
  linarith [hV (q t)]

end

end NoseHooverMomentum
```

The proof first records in `hpos` that $P(t)$ is nonzero. It then uses conservation to replace the initial value of $C$ by the value at time `t`, takes the logarithm of the inequality and multiplies by $g\,kT$. What remains is $V_0-C\le g\,kT\ln\|P(t)\|$. The statements `hK` and `hX` say that the kinetic and thermostat energies are nonnegative, and `linarith` combines them with $V_0\le V(q(t))$.

```lean
#print axioms NoseHooverMomentum.total_force_eq_zero
-- 'NoseHooverMomentum.total_force_eq_zero' depends on axioms: [propext, Classical.choice, Quot.sound]
#print axioms NoseHooverMomentum.totalMomentum_lower_bound
-- 'NoseHooverMomentum.totalMomentum_lower_bound' depends on axioms: [propext, Classical.choice, Quot.sound]
```
